# A positive acoustic-sum-rule error fixes the Grüneisen parameter at Γ in the branch ω² = cq² + s

Suppose that a computed acoustic branch does not quite reach zero frequency at Γ, and that its Grüneisen parameter is read off at the smallest available wavevector as the acoustic value. The number can be badly wrong, even if the residual frequency is tiny. Where the error dominates the squared frequency, the number mostly reports how that error changes with volume, and moving to a still smaller wavevector generally takes it further from the acoustic value. In the model below, a positive error in the squared frequency that doesn't depend on volume drives the Grüneisen parameter to zero at Γ, whatever the crystal's elastic response.

The model is a single branch with squared frequency

$$\omega^2(q,V) = c(V)\,q^2 + s(V).$$

Here $V$ is the volume, $q$ is the wavevector along a fixed direction, and $c$ is the coefficient of the acoustic dispersion. The term $s$ stands for a broken acoustic sum rule. Exact force constants give no restoring force when the whole crystal is translated, so an acoustic frequency vanishes at Γ. Truncated or incompletely converged force constants can leave a spurious restoring force, and $s$ is the squared frequency that it produces. Taking $s$ to be independent of $q$ is an assumption of the model.

```lean
import Mathlib

open Filter Topology

namespace GruneisenNearGamma

noncomputable section
```

## The Grüneisen parameter and the branch

The mode Grüneisen parameter measures the relative change of a frequency with volume at fixed $q$:

$$\gamma(q) = -V\,\frac{\partial \ln\omega(q,V)}{\partial V}.$$

```lean
/-- The mode Grüneisen parameter `-V d(ln ω)/dV` of a frequency `ω` that is positive and
differentiable at the volume `V`. -/
def gruneisen (ω : ℝ → ℝ) (V : ℝ) : ℝ :=
  -V * deriv (fun v => Real.log (ω v)) V
```

In `gruneisen`, the frequency is a function of volume alone, and `deriv` is its ordinary derivative. The wavevector is therefore a label that stays fixed while the volume varies. If $q$ is a Cartesian wavevector, $c$ is the squared sound velocity. If $q$ is a fractional coordinate, as is usual when cells of different volume are compared, $c$ also contains the squared conversion factor to Cartesian units, and the volume dependence of that factor counts towards the derivative $c'=dc/dV$.

The frequency itself is the positive root,

$$\omega(q,V)=\sqrt{c(V)\,q^2+s(V)}.$$

```lean
/-- The frequency at wavevector `q` and volume `V` of an acoustic branch with dispersion coefficient
`c` and acoustic-sum-rule error `s`: the square root of `c q² + s`, where that squared frequency is
nonnegative. -/
def frequency (c s : ℝ → ℝ) (q V : ℝ) : ℝ :=
  √(c V * q ^ 2 + s V)
```

The functions `c` and `s` are arbitrary real functions at this point. Differentiability and positivity enter as hypotheses of the theorems, and only at the volume considered.

## From the squared frequency to γ

Let $f(V)=\omega^2$ be positive and differentiable at $V$, with derivative $f'$. The chain rule gives

$$\frac{d}{dV}\ln\sqrt{f} = \frac{1}{\sqrt f}\cdot\frac{f'}{2\sqrt f} = \frac{f'}{2f},
\qquad\text{so}\qquad \gamma = -\frac{V f'}{2f}.$$

```lean
/-- If the squared frequency `f` is differentiable and positive at `V`, the Grüneisen parameter
of the mode is `-V f' / (2 f)`. -/
theorem gruneisen_sqrt {f : ℝ → ℝ} {f' V : ℝ} (hf : HasDerivAt f f' V) (hpos : 0 < f V) :
    gruneisen (fun v => √(f v)) V = -V * f' / (2 * f V) := by
  have h := (hf.sqrt hpos.ne').log (Real.sqrt_pos.mpr hpos).ne'
  unfold gruneisen
  rw [h.deriv, div_div, mul_assoc, Real.mul_self_sqrt hpos.le]
  ring
```

The hypothesis `HasDerivAt f f' V` says that `f` is differentiable at `V` and that the number `f'` is its derivative there. The proof differentiates first the square root and then the logarithm, and `Real.mul_self_sqrt` replaces $\sqrt f\,\sqrt f$ by $f$.

In a lattice-dynamics code the same expression appears as $\gamma = -\frac{V}{2\omega^2}\langle e|\partial D/\partial V|e\rangle$, where $D$ is the dynamical matrix and $e$ the normalised eigenvector of a non-degenerate mode. The matrix element is the derivative of the squared frequency. For an acoustic mode near Γ the denominator $\omega^2$ is small, which is why a small error in $D$ can matter so much.

For the branch, $f = c q^2 + s$ and $f' = c' q^2 + s'$ at fixed $q$. Hence

$$\gamma(q) = -\frac{V\,(c' q^2 + s')}{2\,(c q^2 + s)}.$$

```lean
/-- The Grüneisen parameter at wavevector `q` in closed form, for `c` and `s` differentiable at
`V` and a positive squared frequency there. -/
theorem gruneisen_frequency {c s : ℝ → ℝ} {c' s' V q : ℝ}
    (hc : HasDerivAt c c' V) (hs : HasDerivAt s s' V) (hpos : 0 < c V * q ^ 2 + s V) :
    gruneisen (frequency c s q) V
      = -V * (c' * q ^ 2 + s') / (2 * (c V * q ^ 2 + s V)) := by
  have h : HasDerivAt (fun v => c v * q ^ 2 + s v) (c' * q ^ 2 + s') V :=
    (hc.mul_const (q ^ 2)).fun_add hs
  exact gruneisen_sqrt h hpos
```

Besides the differentiability of $c$ and $s$ at $V$, this closed form requires only that the squared frequency be positive at the chosen $q$ and $V$. It also holds for a negative error $s$, at any $q$ for which $cq^2+s$ is still positive.

## The acoustic value when the sum rule holds

Set $s=0$ at all volumes. For $q\neq0$ the factor $q^2$ cancels:

$$\gamma(q) = -\frac{V c' q^2}{2 c q^2} = -\frac{V c'}{2c} =: \gamma_{\rm ac}.$$

```lean
/-- Without a sum-rule error, the Grüneisen parameter of the branch `ω² = c q²` is `-V c' / (2 c)`
at every nonzero wavevector, for `c` differentiable and positive at `V`. -/
theorem gruneisen_of_sum_rule {c : ℝ → ℝ} {c' V q : ℝ}
    (hc : HasDerivAt c c' V) (hc0 : 0 < c V) (hq : q ≠ 0) :
    gruneisen (frequency c (fun _ => 0) q) V = -V * c' / (2 * c V) := by
  have hpos : 0 < c V * q ^ 2 + 0 := by positivity
  have h := gruneisen_frequency (s := fun _ => 0) hc (hasDerivAt_const V (0 : ℝ)) hpos
  rw [h]
  simp only [add_zero]
  rw [div_eq_div_iff (by positivity) (by positivity)]
  ring
```

This identifies $\gamma_{\rm ac}$ as the true acoustic value: the error-free branch has it at every nonzero wavevector. In the code, the error is the zero function `fun _ => 0`, and the proof inserts it into the closed form and clears the denominators. The point $q=0$ is excluded because the frequency there is zero and its logarithm has no physical meaning.

## γ as a weighted average

Now let $c$ and $s$ both be positive at $V$, and write $\gamma_{\rm err} = -V s'/(2s)$. Since $-Vc'/2 = c\,\gamma_{\rm ac}$ and $-Vs'/2 = s\,\gamma_{\rm err}$, the closed form becomes

$$\gamma(q) = \frac{c q^2\,\gamma_{\rm ac} + s\,\gamma_{\rm err}}{c q^2 + s}.$$

Each term of the squared frequency contributes its own Grüneisen parameter, weighted by its share of $\omega^2$. Subtracting $\gamma_{\rm ac}$ leaves

$$\gamma(q)-\gamma_{\rm ac} = \frac{s}{c q^2+s}\,\bigl(\gamma_{\rm err}-\gamma_{\rm ac}\bigr).$$

```lean
/-- For `c` and `s` differentiable and positive at `V`, the deviation of the Grüneisen parameter
from the acoustic value `-V c' / (2 c)` is the fraction `s / (c q² + s)` of the difference between
`-V s' / (2 s)` and the acoustic value. -/
theorem gruneisen_deviation {c s : ℝ → ℝ} {c' s' V : ℝ}
    (hc : HasDerivAt c c' V) (hs : HasDerivAt s s' V) (hc0 : 0 < c V) (hs0 : 0 < s V) (q : ℝ) :
    gruneisen (frequency c s q) V - -V * c' / (2 * c V)
      = s V / (c V * q ^ 2 + s V) * (-V * s' / (2 * s V) - -V * c' / (2 * c V)) := by
  have hD : 0 < c V * q ^ 2 + s V := by positivity
  have hD' := hD.ne'
  have hc1 := hc0.ne'
  have hs1 := hs0.ne'
  rw [gruneisen_frequency hc hs hD]
  field_simp
  ring
```

The Lean statement writes both parameters out in full, so `- -V * c' / (2 * c V)` is the subtraction of $\gamma_{\rm ac}$. After the closed form has been inserted, `field_simp` clears the denominators, which are known to be nonzero, and `ring` confirms the remaining polynomial identity.

The weight $s/(cq^2+s)$ equals one at $q=0$ and falls as $|q|$ grows. At $q=\sqrt{s/c}$ it is one half, and $\gamma$ lies midway between the two values.

## The two limits

At $q=0$ the denominator of the closed form is $2s>0$, so $\gamma$ is continuous there:

$$\lim_{q\to0}\gamma(q) = -\frac{V s'}{2s}=\gamma_{\rm err}.$$

For large $q$ the denominator $cq^2+s$ grows without bound because $c>0$. The weight of the error tends to zero, and the deviation formula gives

$$\lim_{q\to\infty}\gamma(q) = \gamma_{\rm ac} + 0\cdot(\gamma_{\rm err}-\gamma_{\rm ac}) = -\frac{V c'}{2c}.$$

```lean
/-- For `c` and `s` differentiable and positive at `V`, the Grüneisen parameter of the branch
`ω² = c q² + s` tends to `-V s' / (2 s)` as `q → 0` and to the acoustic value `-V c' / (2 c)` as
`q → ∞`. -/
theorem gruneisen_limits {c s : ℝ → ℝ} {c' s' V : ℝ}
    (hc : HasDerivAt c c' V) (hs : HasDerivAt s s' V) (hc0 : 0 < c V) (hs0 : 0 < s V) :
    Tendsto (fun q => gruneisen (frequency c s q) V) (𝓝 0) (𝓝 (-V * s' / (2 * s V))) ∧
    Tendsto (fun q => gruneisen (frequency c s q) V) atTop (𝓝 (-V * c' / (2 * c V))) := by
  constructor
  · -- near Γ the closed formula is continuous, because the error keeps the denominator positive
    have e : (fun q => gruneisen (frequency c s q) V)
        = fun q => -V * (c' * q ^ 2 + s') / (2 * (c V * q ^ 2 + s V)) :=
      funext fun q => gruneisen_frequency hc hs (by positivity)
    have hcont : ContinuousAt
        (fun q : ℝ => -V * (c' * q ^ 2 + s') / (2 * (c V * q ^ 2 + s V))) 0 := by
      apply ContinuousAt.div
      · fun_prop
      · fun_prop
      · simpa using hs0.ne'
    rw [e]
    convert hcont.tendsto using 2
    simp
  · -- at large q the weight of the error in the squared frequency vanishes
    have hD : Tendsto (fun q : ℝ => c V * q ^ 2 + s V) atTop atTop :=
      tendsto_atTop_add_const_right _ _
        ((tendsto_pow_atTop two_ne_zero).const_mul_atTop hc0)
    have hw : Tendsto (fun q : ℝ => s V / (c V * q ^ 2 + s V)) atTop (𝓝 0) :=
      tendsto_const_nhds.div_atTop hD
    have h := (hw.mul_const (-V * s' / (2 * s V) - -V * c' / (2 * c V))).add_const
      (-V * c' / (2 * c V))
    rw [zero_mul, zero_add] at h
    refine h.congr fun q => ?_
    rw [← gruneisen_deviation hc hs hc0 hs0 q, sub_add_cancel]
```

`Tendsto` expresses convergence. The filter `𝓝 0` lets $q$ approach zero from either side, and `atTop` means $q\to+\infty$. The first limit contains neither $c$ nor $c'$, which is the precise sense in which it is independent of the acoustic dispersion. The theorem does not need $V>0$, although a physical volume satisfies it.

The proof has one part for each limit. In the first, `e` replaces $\gamma$ by its closed form and `hcont` establishes continuity at zero. In the second, `hD` is the growth of the denominator and `hw` the vanishing of the weight; the limit is then carried back to $\gamma$ through `gruneisen_deviation`.

The limit $q\to\infty$ is an idealisation, since wavevectors in a crystal can be restricted to a bounded Brillouin zone and a real branch bends away from the quadratic form. Physically it stands for the range in which $cq^2$ is much larger than $s$ while the long-wavelength dispersion still applies. If the error is so large that no such range exists, the model offers no window in which to read off $\gamma_{\rm ac}$.

Reducing the error does not by itself repair the value at Γ. If $s$ is multiplied by the same positive constant below one at every volume, $s'/s$ is unchanged, and so is the limit. Only the crossover wavevector $\sqrt{s/c}$ shrinks. The limits $s\to0$ and $q\to0$ therefore do not commute in general.

## An error that does not change with volume

Let $s(V)=s_0>0$ at all volumes. Then $s'=0$, and

$$\lim_{q\to0}\gamma(q) = -\frac{V\cdot 0}{2s_0}=0.$$

```lean
/-- If the sum-rule error is a positive constant independent of volume, the Grüneisen parameter
tends to zero as `q → 0`, for any `c` differentiable and positive at `V`. -/
theorem gruneisen_constant_error {c : ℝ → ℝ} {c' V s₀ : ℝ}
    (hc : HasDerivAt c c' V) (hc0 : 0 < c V) (hs0 : 0 < s₀) :
    Tendsto (fun q => gruneisen (frequency c (fun _ => s₀) q) V) (𝓝 0) (𝓝 0) := by
  have h := (gruneisen_limits (s := fun _ => s₀) hc (hasDerivAt_const V s₀) hc0 hs0).1
  rw [mul_zero, zero_div] at h
  exact h
```

This is the first limit applied to a constant function, whose derivative is supplied by `hasDerivAt_const`. With $\gamma_{\rm ac}=2$, for example, such a branch has $\gamma=1$ at the crossover wavevector and approaches zero below it.

## Which wavevectors can be trusted

Suppose that $\gamma_{\rm err}\neq\gamma_{\rm ac}$, and allow a deviation of at most a fraction $\varepsilon$ of the difference between them:

$$|\gamma(q)-\gamma_{\rm ac}|\le\varepsilon\,|\gamma_{\rm err}-\gamma_{\rm ac}|.$$

By the deviation formula, the left side is $\frac{s}{cq^2+s}\,|\gamma_{\rm err}-\gamma_{\rm ac}|$. Dividing by the positive difference and multiplying by the positive denominator gives

$$s\le\varepsilon\,(cq^2+s)\quad\Longleftrightarrow\quad(1-\varepsilon)\,s\le\varepsilon\,c q^2.$$

```lean
/-- Let `c` and `s` be differentiable and positive at `V`, with `-V s' / (2 s)` different from the
acoustic value `-V c' / (2 c)`. The Grüneisen parameter at `q` deviates from the acoustic value by
at most a fraction `ε` of that difference exactly when `(1 - ε) s ≤ ε c q²`. -/
theorem gruneisen_tolerance {c s : ℝ → ℝ} {c' s' V : ℝ}
    (hc : HasDerivAt c c' V) (hs : HasDerivAt s s' V) (hc0 : 0 < c V) (hs0 : 0 < s V)
    (hne : -V * s' / (2 * s V) ≠ -V * c' / (2 * c V)) (q ε : ℝ) :
    |gruneisen (frequency c s q) V - -V * c' / (2 * c V)|
        ≤ ε * |-V * s' / (2 * s V) - -V * c' / (2 * c V)|
      ↔ (1 - ε) * s V ≤ ε * (c V * q ^ 2) := by
  have hD : 0 < c V * q ^ 2 + s V := by positivity
  have hgap : 0 < |-V * s' / (2 * s V) - -V * c' / (2 * c V)| :=
    abs_pos.mpr (sub_ne_zero.mpr hne)
  rw [gruneisen_deviation hc hs hc0 hs0 q, abs_mul, abs_of_pos (div_pos hs0 hD)]
  constructor
  · intro h
    -- cancel the common difference, then clear the denominator
    have h1 := (div_le_iff₀ hD).mp (le_of_mul_le_mul_right h hgap)
    linarith
  · intro h
    have h1 : s V / (c V * q ^ 2 + s V) ≤ ε := (div_le_iff₀ hD).mpr (by linarith)
    exact mul_le_mul_of_nonneg_right h1 hgap.le

end

end GruneisenNearGamma
```

The hypothesis `hne` states that the two values differ. If they coincided, the deviation would vanish at every $q$, while the inequality on the right would still fail at $q=0$ for $\varepsilon<1$. In the proof, `hgap` is the positivity of the difference. One direction of the equivalence cancels it and clears the denominator, and the other reverses these steps.

In one common finite-difference scheme, phonons are computed at volumes $V-\Delta V$, $V$ and $V+\Delta V$, and the derivative is replaced by a central difference:

$$\gamma(q)\approx-\frac{V}{2\,\Delta V}\,\ln\frac{\omega(q,V+\Delta V)}{\omega(q,V-\Delta V)}.$$

The criterion can be applied to the frequencies at $V$ without fitting $c$. Since $s=\omega(0)^2$ and $cq^2+s=\omega(q)^2$, for $\varepsilon>0$ it reads

$$\omega(q)\ge\frac{\omega(0)}{\sqrt{\varepsilon}}.$$

For $\varepsilon=0.01$, the mode must have at least ten times the residual frequency at Γ. If that residual is 0.1 THz, the acoustic value should be taken from modes at 1 THz or above, as long as the branch still follows the quadratic form there. The tolerance is a fraction of $|\gamma_{\rm err}-\gamma_{\rm ac}|$, so a strongly volume-dependent error calls for a smaller $\varepsilon$ to reach the same absolute accuracy.

For quasi-harmonic thermal expansion at low temperature, where long-wavelength acoustic modes carry most of the weight, this single-branch harmonic model with a $q$-independent positive error shows how a sum-rule violation can distort the mode Grüneisen parameters that enter.

```lean
#print axioms GruneisenNearGamma.gruneisen_of_sum_rule
#print axioms GruneisenNearGamma.gruneisen_constant_error
#print axioms GruneisenNearGamma.gruneisen_tolerance
```

```
'GruneisenNearGamma.gruneisen_of_sum_rule' depends on axioms: [propext, Classical.choice, Quot.sound]
'GruneisenNearGamma.gruneisen_constant_error' depends on axioms: [propext, Classical.choice, Quot.sound]
'GruneisenNearGamma.gruneisen_tolerance' depends on axioms: [propext, Classical.choice, Quot.sound]
```
